# Distinct Dirac bispinors have distinct charge conjugates

The theorem `chargeConj_injective` says that two Dirac bispinors with the same charge conjugate are equal. A bispinor here is any four complex numbers, split into two chiral pairs (φ, χ), with no normalisation, no dependence on space or time and no equation of motion imposed. Charge conjugation sends (φ, χ) to (ε φ′, −ε χ′) with φ′ = χ* and χ′ = φ*, where ε is the antisymmetric 2 × 2 matrix with rows (0, 1) and (−1, 0), so the claim is that this map is injective. The attempt writes out the four components of each conjugate with `chargeConj_eq`, reads off one equation per component, and assembles the equality of the spinors from these.

Lean 4 with Mathlib refuses this proof:

```lean
import Mathlib

open Matrix

namespace DiracChargeConjugation

noncomputable section

/-- A Dirac bispinor: two upper (`inl`) and two lower (`inr`) chiral components. -/
abbrev Bispinor := Fin 2 ⊕ Fin 2 → ℂ

/-- The antisymmetric spinor metric. -/
def eps : Matrix (Fin 2) (Fin 2) ℂ := !![0, 1; -1, 0]

/-- Charge conjugation, `(φ, χ) ↦ (ε conj χ, -ε conj φ)`. -/
def chargeConj (ψ : Bispinor) : Bispinor :=
  Sum.elim (eps *ᵥ fun i => star (ψ (Sum.inr i))) (-(eps *ᵥ fun i => star (ψ (Sum.inl i))))

/-- The four components of the charge-conjugate spinor. -/
theorem chargeConj_eq (ψ : Bispinor) :
    chargeConj ψ = Sum.elim ![star (ψ (Sum.inr 1)), -star (ψ (Sum.inr 0))]
      ![-star (ψ (Sum.inl 1)), star (ψ (Sum.inl 0))] := by
  ext i
  rcases i with i | i <;> fin_cases i <;>
    simp [chargeConj, eps, dotProduct, Fin.sum_univ_two]

/-- Different spinors have different charge conjugates. -/
theorem chargeConj_injective : Function.Injective chargeConj := by
  intro ψ φ h
  rw [chargeConj_eq, chargeConj_eq] at h
  have e1 : ψ (Sum.inr 1) = φ (Sum.inr 1) := by simpa using congrFun h (Sum.inl 0)
  have e2 : ψ (Sum.inr 0) = φ (Sum.inr 0) := by simpa using congrFun h (Sum.inl 1)
  have e3 : ψ (Sum.inl 1) = φ (Sum.inl 1) := by simpa using congrFun h (Sum.inr 0)
  have e4 : ψ (Sum.inl 0) = φ (Sum.inl 0) := by simpa using congrFun h (Sum.inr 1)
  ext i
  rcases i with i | i <;> fin_cases i
  exacts [e4, e3, e2, e1]

end

end DiracChargeConjugation
```

Lean reports:

```
Main.lean:31:48: error: Type mismatch: After simplification, term
  congrFun h (Sum.inl 0)
 has type
  (starRingEnd ℂ) (ψ (Sum.inr 1)) = (starRingEnd ℂ) (φ (Sum.inr 1))
but is expected to have type
  ψ (Sum.inr 1) = φ (Sum.inr 1)
Main.lean:32:48: error: Type mismatch: After simplification, term
  congrFun h (Sum.inl 1)
 has type
  (starRingEnd ℂ) (ψ (Sum.inr 0)) = (starRingEnd ℂ) (φ (Sum.inr 0))
but is expected to have type
  ψ (Sum.inr 0) = φ (Sum.inr 0)
Main.lean:33:48: error: Type mismatch: After simplification, term
  congrFun h (Sum.inr 0)
 has type
  (starRingEnd ℂ) (ψ (Sum.inl 1)) = (starRingEnd ℂ) (φ (Sum.inl 1))
but is expected to have type
  ψ (Sum.inl 1) = φ (Sum.inl 1)
Main.lean:34:48: error: Type mismatch: After simplification, term
  congrFun h (Sum.inr 1)
 has type
  (starRingEnd ℂ) (ψ (Sum.inl 0)) = (starRingEnd ℂ) (φ (Sum.inl 0))
but is expected to have type
  ψ (Sum.inl 0) = φ (Sum.inl 0)
```

Lean accepts the file once it reads:

```diff
@@ -29,8 +29,13 @@
   intro ψ φ h
   rw [chargeConj_eq, chargeConj_eq] at h
-  have e1 : ψ (Sum.inr 1) = φ (Sum.inr 1) := by simpa using congrFun h (Sum.inl 0)
-  have e2 : ψ (Sum.inr 0) = φ (Sum.inr 0) := by simpa using congrFun h (Sum.inl 1)
-  have e3 : ψ (Sum.inl 1) = φ (Sum.inl 1) := by simpa using congrFun h (Sum.inr 0)
-  have e4 : ψ (Sum.inl 0) = φ (Sum.inl 0) := by simpa using congrFun h (Sum.inr 1)
+  -- compare components and cancel the complex conjugation
+  have e1 : ψ (Sum.inr 1) = φ (Sum.inr 1) :=
+    (starRingEnd ℂ).injective (by simpa using congrFun h (Sum.inl 0))
+  have e2 : ψ (Sum.inr 0) = φ (Sum.inr 0) :=
+    (starRingEnd ℂ).injective (by simpa using congrFun h (Sum.inl 1))
+  have e3 : ψ (Sum.inl 1) = φ (Sum.inl 1) :=
+    (starRingEnd ℂ).injective (by simpa using congrFun h (Sum.inr 0))
+  have e4 : ψ (Sum.inl 0) = φ (Sum.inl 0) :=
+    (starRingEnd ℂ).injective (by simpa using congrFun h (Sum.inr 1))
   ext i
   rcases i with i | i <;> fin_cases i
```

What went wrong. All four errors are the same. In `e1` to `e4`, `simpa` has to turn an equation between components of the conjugate spinors into one between components of the original spinors. It evaluates the components and, in `e2` and `e3`, cancels the minus signs, but it stops with complex conjugation, written `starRingEnd ℂ`, still applied to both sides. The expected equation has no conjugation, so the types do not match. The step left undone is to conclude from equal conjugates that the numbers are equal.

The repair supplies that step with `(starRingEnd ℂ).injective`, the injectivity of conjugation as a ring homomorphism. `simpa` now only has to prove that the conjugates are equal, which is what the component equation gives. The same change is made in all four places, and the added comment has no effect on the proof.
